# Bordered Cholesky update: extending an overlap factor by one basis function

## Overlaps, borders and ordering

Let $\chi_1,\dots,\chi_n$ be basis functions with overlap matrix $S_{ij}=\langle\chi_i|\chi_j\rangle$, and suppose that $S=LL^\dagger$ with $L$ complex, lower triangular and invertible. A further function $\chi$ is placed last. Its overlaps with the old functions are $s_i=\langle\chi_i|\chi\rangle$ and its squared norm is the real number $d$, so a normalised function has $d=1$. Since $L$ is invertible, $s=Ly$ for exactly one vector $y$. Write $\|y\|^2=\sum_i|y_i|^2$ and

$$
S'=\begin{pmatrix}LL^\dagger & Ly\\ (Ly)^\dagger & d\end{pmatrix},\qquad
B=\begin{pmatrix}L&0\\ y^\dagger & r\end{pmatrix},\qquad r=\sqrt{d-\|y\|^2}.
$$

The claim is that $S'$ is positive definite exactly when $\|y\|^2<d$, and that $B$ is then an invertible lower triangular matrix with $BB^\dagger=S'$. In exact arithmetic and for a finite basis, a Cholesky factor used to orthogonalise the old functions can therefore be extended by one row when a function linearly independent of the old ones is added.

## Completing the square

For a coefficient vector $(u,c)$, the quadratic form of $S'$ is

$$
u^\dagger LL^\dagger u+c\,u^\dagger Ly+\bar c\,y^\dagger L^\dagger u+d|c|^2 .
$$

Put $w=L^\dagger u$. The first three terms are $\|w\|^2+c\,w^\dagger y+\bar c\,y^\dagger w$, which is $\|w+cy\|^2-|c|^2\|y\|^2$. Hence the form equals

$$
\|L^\dagger u+cy\|^2+(d-\|y\|^2)|c|^2 .
$$

Suppose that $S'$ is positive definite. Choose $u$ with $L^\dagger u=-y$ and set $c=1$. The vector is nonzero and the form reduces to $d-\|y\|^2$, which must be positive. Physically, this number is the squared norm of what remains of $\chi$ after its projection onto the old functions is removed.

Conversely, let $\|y\|^2<d$. Then $r>0$, and block multiplication gives

$$
BB^\dagger=\begin{pmatrix}L&0\\y^\dagger&r\end{pmatrix}\begin{pmatrix}L^\dagger&y\\0&r\end{pmatrix}
=\begin{pmatrix}LL^\dagger&Ly\\y^\dagger L^\dagger&\|y\|^2+r^2\end{pmatrix}=S'.
$$

Moreover $\det B=r\det L\neq0$, so $B^\dagger x\neq0$ for every $x\neq0$, and $x^\dagger S'x=\|B^\dagger x\|^2>0$.

## A three-function example and the smallest bases

Take

$$
L=\begin{pmatrix}2&0\\i&1\end{pmatrix},\quad y=\begin{pmatrix}1\\i\end{pmatrix},\quad d=3 .
$$

Then $s=Ly=(2,2i)^T$, $\|y\|^2=2$ and $r=1$, so

$$
S'=\begin{pmatrix}4&-2i&2\\2i&2&2i\\2&-2i&3\end{pmatrix},\qquad
B=\begin{pmatrix}2&0&0\\i&1&0\\1&-i&1\end{pmatrix}.
$$

One third of the squared norm of the new function lies outside the old span. If $d$ is lowered to $2$, nothing is left outside: the vector $(0,-i,1)^T$ is annihilated by $S'$, which means that $\chi=i\chi_2$.

For $n=0$ the matrix $S'$ is the single number $d$, the condition is $d>0$, and the factor is $\sqrt d$. For two normalised functions with overlap $s$, we may take $L=1$, so that $y=s$; the condition is $|s|<1$ and the new row is $(\bar s,\sqrt{1-|s|^2})$.

## The enlarged basis in Lean

```lean
import Mathlib

open Matrix
open scoped ComplexOrder

namespace BorderedCholesky

noncomputable section

variable {n : ℕ}
```

The vector $y$ is a function `Fin n → ℂ`, and its squared norm is defined as an explicit sum.

```lean
/-- The squared Euclidean norm of a complex coefficient vector. -/
def sqNorm (y : Fin n → ℂ) : ℝ := ∑ i, ‖y i‖ ^ 2
```

The enlarged basis is indexed by `Fin n ⊕ Unit`: the old functions and one new one. `enlarge S s d` borders $S$ with $s$ on the right and its conjugate below, because $\langle\chi|\chi_i\rangle$ is the complex conjugate of $\langle\chi_i|\chi\rangle$.

```lean
/-- The overlap matrix `S` enlarged by one function that has overlaps `s` with the old
functions and squared norm `d`. -/
def enlarge (S : Matrix (Fin n) (Fin n) ℂ) (s : Fin n → ℂ) (d : ℝ) :
    Matrix (Fin n ⊕ Unit) (Fin n ⊕ Unit) ℂ :=
  fromBlocks S (of fun i _ => s i) (of fun _ j => star (s j)) (of fun _ _ => (d : ℂ))
```

The factor $B$ has the same block structure.

```lean
/-- The factor `L` bordered by the row `yᴴ` and the corner `√(d - ‖y‖²)`. -/
def borderedFactor (L : Matrix (Fin n) (Fin n) ℂ) (y : Fin n → ℂ) (d : ℝ) :
    Matrix (Fin n ⊕ Unit) (Fin n ⊕ Unit) ℂ :=
  fromBlocks L 0 (of fun _ j => star (y j))
    (of fun _ _ => ((Real.sqrt (d - sqNorm y) : ℝ) : ℂ))
```

Triangularity needs an order on the index set. `position` puts the new function after all the old ones, and `LowerTriangular` says that entries above the diagonal vanish in that order.

```lean
/-- The position of each function in the enlarged basis: the new function comes last. -/
def position : Fin n ⊕ Unit → ℕ := Sum.elim (fun i => i.val) (fun _ => n)

/-- A matrix is lower triangular, for basis functions ordered by `pos`, if all entries
above the diagonal vanish. -/
def LowerTriangular {ι : Type} (pos : ι → ℕ) (A : Matrix ι ι ℂ) : Prop :=
  ∀ i j, pos i < pos j → A i j = 0
```

## The quadratic form and the factorisation

The first lemma identifies $\|y\|^2$ with $y^\dagger y$.

```lean
/-- The squared norm of a vector is its Hermitian product with itself. -/
theorem sqNorm_eq (y : Fin n → ℂ) : (sqNorm y : ℂ) = star y ⬝ᵥ y := by
  simp only [sqNorm, dotProduct, Pi.star_apply]
  push_cast
  exact Finset.sum_congr rfl fun i _ => (Complex.conj_mul' (y i)).symm
```

The next theorem is the completed square, for any square $L$ and any real $d$. In its proof, `expand` writes out the four block terms, `adj` and `adj'` move $L$ across the Hermitian product to produce $w=L^\dagger u$, and `ring` compares the two sides.

```lean
/-- Completing the square: the quadratic form of the enlarged overlap matrix at `(u, c)` is
`‖Lᴴ u + c y‖² + (d - ‖y‖²) |c|²`. -/
theorem quadratic_form (L : Matrix (Fin n) (Fin n) ℂ) (y u : Fin n → ℂ) (c : ℂ) (d : ℝ) :
    star (Sum.elim u (fun _ : Unit => c)) ⬝ᵥ
      (enlarge (L * Lᴴ) (L *ᵥ y) d *ᵥ Sum.elim u (fun _ : Unit => c)) =
    ((sqNorm (Lᴴ *ᵥ u + c • y) + (d - sqNorm y) * ‖c‖ ^ 2 : ℝ) : ℂ) := by
  -- the form of a bordered matrix, block by block
  have expand : ∀ (S : Matrix (Fin n) (Fin n) ℂ) (s : Fin n → ℂ),
      star (Sum.elim u (fun _ : Unit => c)) ⬝ᵥ
        (enlarge S s d *ᵥ Sum.elim u (fun _ : Unit => c)) =
      star u ⬝ᵥ (S *ᵥ u) + c * (star u ⬝ᵥ s) + star c * (star s ⬝ᵥ u)
        + d * (star c * c) := by
    intro S s
    have h1 : ∑ i, star (u i) * (s i * c) = c * ∑ i, star (u i) * s i := by
      rw [Finset.mul_sum]
      exact Finset.sum_congr rfl fun _ _ => by ring
    simp only [enlarge, dotProduct, mulVec, Fintype.sum_sum_type, fromBlocks_apply₁₁,
      fromBlocks_apply₁₂, fromBlocks_apply₂₁, fromBlocks_apply₂₂, of_apply, Sum.elim_inl,
      Sum.elim_inr, Pi.star_apply, Finset.univ_unique, Finset.sum_singleton, mul_add,
      Finset.sum_add_distrib]
    rw [h1]
    ring
  -- move L to the other side of the Hermitian product
  have adj : ∀ z, star u ⬝ᵥ (L *ᵥ z) = star (Lᴴ *ᵥ u) ⬝ᵥ z := by
    intro z
    rw [dotProduct_mulVec, star_mulVec, conjTranspose_conjTranspose]
  have adj' : star (L *ᵥ y) ⬝ᵥ u = star y ⬝ᵥ (Lᴴ *ᵥ u) := by
    rw [star_mulVec, dotProduct_mulVec]
  have hc : (‖c‖ : ℂ) ^ 2 = star c * c := (Complex.conj_mul' c).symm
  rw [expand, ← mulVec_mulVec, adj (Lᴴ *ᵥ u), adj y, adj']
  push_cast
  rw [sqNorm_eq, sqNorm_eq, hc]
  simp only [star_add, star_smul, add_dotProduct, dotProduct_add, smul_dotProduct,
    dotProduct_smul, smul_eq_mul]
  ring
```

The product $BB^\dagger$ is checked block by block. Only the corner uses the hypothesis $\|y\|^2\le d$, which makes the square of the square root equal to $d-\|y\|^2$.

```lean
/-- If `‖y‖² ≤ d`, the bordered factor times its adjoint is the enlarged overlap matrix. -/
theorem borderedFactor_mul (L : Matrix (Fin n) (Fin n) ℂ) (y : Fin n → ℂ) {d : ℝ}
    (h : sqNorm y ≤ d) :
    borderedFactor L y d * (borderedFactor L y d)ᴴ = enlarge (L * Lᴴ) (L *ᵥ y) d := by
  ext (i | i) (j | j)
  · simp [borderedFactor, enlarge, mul_apply, Fintype.sum_sum_type]
  · simp [borderedFactor, enlarge, mul_apply, Fintype.sum_sum_type, mulVec, dotProduct]
  · simp [borderedFactor, enlarge, mul_apply, Fintype.sum_sum_type, mulVec, dotProduct,
      mul_comm]
  · -- the corner: ‖y‖² + (d - ‖y‖²) = d
    have hy : ∑ k, star (y k) * y k = (sqNorm y : ℂ) := (sqNorm_eq y).symm
    have hst : ∀ r : ℝ, star (r : ℂ) = r := fun r => Complex.conj_ofReal r
    simp only [borderedFactor, enlarge, mul_apply, conjTranspose_apply,
      Fintype.sum_sum_type, fromBlocks_apply₂₁, fromBlocks_apply₂₂, of_apply, star_star,
      Finset.univ_unique, Finset.sum_singleton]
    rw [hst, hy, ← Complex.ofReal_mul, Real.mul_self_sqrt (sub_nonneg.2 h)]
    push_cast
    ring
```

Invertibility follows from the block triangular determinant $r\det L$.

```lean
/-- If `L` is invertible and `‖y‖² < d`, the bordered factor is invertible. -/
theorem borderedFactor_isUnit {L : Matrix (Fin n) (Fin n) ℂ} (hL : IsUnit L)
    {y : Fin n → ℂ} {d : ℝ} (h : sqNorm y < d) : IsUnit (borderedFactor L y d) := by
  have hcorner : ∀ z : ℂ, (of fun _ _ => z : Matrix Unit Unit ℂ).det = z :=
    fun z => det_unique _
  rw [isUnit_iff_isUnit_det, borderedFactor, det_fromBlocks_zero₁₂, hcorner]
  refine ((isUnit_iff_isUnit_det L).1 hL).mul (isUnit_iff_ne_zero.2 ?_)
  exact Complex.ofReal_ne_zero.2 (Real.sqrt_pos.2 (sub_pos.2 h)).ne'
```

## The criterion and the new factor

In the main theorem, `hlow` and `hL` state that $L$ is lower triangular and invertible. `PosDef` means Hermitian with a positive quadratic form on every nonzero vector. The first part of the conclusion is the equivalence; the second gives triangularity, invertibility and the factorisation when $\|y\|^2<d$.

The proof tests the form on the vector with $L^\dagger u=-y$ and $c=1$ for one direction, and uses the invertible factor for the other. Triangularity is checked by cases on the blocks; `hlow` is needed only there.

```lean
/-- Bordered Cholesky update: if `L` is lower triangular and invertible, the enlarged overlap matrix
is positive definite exactly when `‖y‖² < d`, and then the bordered factor is an invertible lower
triangular factor of it. -/
theorem bordered_cholesky {L : Matrix (Fin n) (Fin n) ℂ}
    (hlow : LowerTriangular (fun i : Fin n => i.val) L) (hL : IsUnit L)
    (y : Fin n → ℂ) (d : ℝ) :
    ((enlarge (L * Lᴴ) (L *ᵥ y) d).PosDef ↔ sqNorm y < d) ∧
    (sqNorm y < d →
      LowerTriangular position (borderedFactor L y d) ∧ IsUnit (borderedFactor L y d) ∧
      borderedFactor L y d * (borderedFactor L y d)ᴴ = enlarge (L * Lᴴ) (L *ᵥ y) d) := by
  refine ⟨⟨fun hS => ?_, fun h => ?_⟩, fun h =>
    ⟨?_, borderedFactor_isUnit hL h, borderedFactor_mul L y h.le⟩⟩
  · -- test the form on the vector that removes the old functions from the new one
    have hs : IsUnit Lᴴ := hL.star
    obtain ⟨u, hu⟩ : ∃ u, Lᴴ *ᵥ u = -y := ⟨(Lᴴ)⁻¹ *ᵥ (-y), by
      rw [mulVec_mulVec, mul_nonsing_inv _ ((isUnit_iff_isUnit_det _).1 hs), one_mulVec]⟩
    have hx : Sum.elim u (fun _ : Unit => (1 : ℂ)) ≠ 0 := by
      intro h0
      have h1 := congrFun h0 (Sum.inr ())
      simp at h1
    have hpos := hS.dotProduct_mulVec_pos hx
    rw [quadratic_form, hu, one_smul, neg_add_cancel] at hpos
    have hr := Complex.zero_lt_real.1 hpos
    have h0 : sqNorm (0 : Fin n → ℂ) = 0 := by simp [sqNorm]
    rw [h0, norm_one] at hr
    linarith
  · -- an invertible factor times its adjoint is positive definite
    rw [← borderedFactor_mul L y h.le]
    exact PosDef.mul_conjTranspose_self _
      (vecMul_injective_of_isUnit (borderedFactor_isUnit hL h))
  · rintro (i | i) (j | j) hij
    · exact hlow i j hij
    · rfl
    · have h1 : n < j.val := hij
      have h2 := j.isLt
      omega
    · exact absurd hij (lt_irrefl n)
```

A Cholesky factor is often also required to have a positive diagonal. The main theorem does not assume this of $L$, but the property is inherited: the new diagonal entry is $r>0$. For complex entries, `0 < L i i` means real and positive.

```lean
/-- If the diagonal of `L` is positive and `‖y‖² < d`, the diagonal of the bordered factor
is positive. -/
theorem borderedFactor_diag_pos {L : Matrix (Fin n) (Fin n) ℂ} (hdiag : ∀ i, 0 < L i i)
    {y : Fin n → ℂ} {d : ℝ} (h : sqNorm y < d) : ∀ i, 0 < borderedFactor L y d i i := by
  rintro (i | i)
  · exact hdiag i
  · exact Complex.zero_lt_real.2 (Real.sqrt_pos.2 (sub_pos.2 h))
```

## Determinant and given overlaps

For every real $d$, the enlarged matrix splits without a square root:

$$
S'=\begin{pmatrix}L&0\\y^\dagger&1\end{pmatrix}\begin{pmatrix}L^\dagger&y\\0&d-\|y\|^2\end{pmatrix},
\qquad \det S'=|\det L|^2\,(d-\|y\|^2).
$$

The proof verifies this product as `hfac` and then multiplies the two determinants. In the example above, it gives $4\cdot1=4$.

```lean
/-- The determinant of the enlarged overlap matrix is `|det L|² (d - ‖y‖²)`, for every
real `d`. -/
theorem det_enlarge (L : Matrix (Fin n) (Fin n) ℂ) (y : Fin n → ℂ) (d : ℝ) :
    (enlarge (L * Lᴴ) (L *ᵥ y) d).det = ((‖L.det‖ ^ 2 * (d - sqNorm y) : ℝ) : ℂ) := by
  -- split into a lower and an upper block triangular matrix, without square roots
  have hfac : enlarge (L * Lᴴ) (L *ᵥ y) d =
      fromBlocks L 0 (of fun (_ : Unit) j => star (y j)) (of fun _ _ => (1 : ℂ)) *
      fromBlocks Lᴴ (of fun i (_ : Unit) => y i) 0
        (of fun _ _ => (d : ℂ) - (sqNorm y : ℂ)) := by
    ext (i | i) (j | j)
    · simp [enlarge, mul_apply, Fintype.sum_sum_type]
    · simp [enlarge, mul_apply, Fintype.sum_sum_type, mulVec, dotProduct]
    · simp [enlarge, mul_apply, Fintype.sum_sum_type, mulVec, dotProduct, mul_comm]
    · have hy : ∑ k, star (y k) * y k = (sqNorm y : ℂ) := (sqNorm_eq y).symm
      simp only [enlarge, mul_apply, Fintype.sum_sum_type, fromBlocks_apply₂₁,
        fromBlocks_apply₁₂, fromBlocks_apply₂₂, of_apply, Finset.univ_unique,
        Finset.sum_singleton]
      rw [hy]
      ring
  have hn : star L.det * L.det = (‖L.det‖ : ℂ) ^ 2 := Complex.conj_mul' L.det
  have hcorner : ∀ z : ℂ, (of fun _ _ => z : Matrix Unit Unit ℂ).det = z :=
    fun z => det_unique _
  rw [hfac, det_mul, det_fromBlocks_zero₁₂, det_fromBlocks_zero₂₁, hcorner, hcorner,
    det_conjTranspose]
  push_cast
  linear_combination ((d : ℂ) - (sqNorm y : ℂ)) * hn
```

In a calculation the overlaps $s$ are given and $y$ is found by solving $Ly=s$. Substituting $y=L^{-1}s$ in the main theorem turns the criterion into $\|L^{-1}s\|^2<d$.

```lean
/-- Let `L` be lower triangular and invertible. For a new function with given overlaps `s` and
squared norm `d`, the enlarged overlap matrix is positive definite exactly when `‖L⁻¹ s‖² < d`. -/
theorem posDef_iff_of_overlaps {L : Matrix (Fin n) (Fin n) ℂ}
    (hlow : LowerTriangular (fun i : Fin n => i.val) L) (hL : IsUnit L)
    (s : Fin n → ℂ) (d : ℝ) :
    (enlarge (L * Lᴴ) s d).PosDef ↔ sqNorm (L⁻¹ *ᵥ s) < d := by
  have hs : L *ᵥ (L⁻¹ *ᵥ s) = s := by
    rw [mulVec_mulVec, mul_nonsing_inv _ ((isUnit_iff_isUnit_det _).1 hL), one_mulVec]
  have h := (bordered_cholesky hlow hL (L⁻¹ *ᵥ s) d).1
  rwa [hs] at h

end

end BorderedCholesky
```

These statements concern exact complex numbers. When $d-\|y\|^2$ is small compared with $d$, the new function is nearly linearly dependent on the old ones, and the effect of rounding on the computed square root needs a separate analysis.

```lean
#print axioms BorderedCholesky.bordered_cholesky
-- 'BorderedCholesky.bordered_cholesky' depends on axioms: [propext, Classical.choice, Quot.sound]
#print axioms BorderedCholesky.borderedFactor_diag_pos
-- 'BorderedCholesky.borderedFactor_diag_pos' depends on axioms: [propext, Classical.choice, Quot.sound]
#print axioms BorderedCholesky.det_enlarge
-- 'BorderedCholesky.det_enlarge' depends on axioms: [propext, Classical.choice, Quot.sound]
#print axioms BorderedCholesky.posDef_iff_of_overlaps
-- 'BorderedCholesky.posDef_iff_of_overlaps' depends on axioms: [propext, Classical.choice, Quot.sound]
```
